# A Gaussian eigenfunction of the harmonic oscillator's Trotter kernel at finite time step

Q: Suppose I simulate a harmonic oscillator by path integrals at low temperature, with a fixed imaginary-time step. The position variance converges to something below the textbook ground-state value, and longer sampling doesn't help. An exact result at that step would help me tell a discretisation error from a bug. You say you have the finite-step wavefunction in Lean. What is it?

A: Take one particle of mass \(m\) and frequency \(\omega\) on a line, with \(\hbar=1\) and step \(\varepsilon\). The symmetric Trotter kernel has the eigenfunction \(e^{-cx^2/2}\), where
\[
c=m\omega\sqrt{1+(\varepsilon\omega/2)^2}.
\]
Its eigenvalue is \(e^{-\theta/2}\), where \(2\sinh(\theta/2)=\varepsilon\omega\). The normalised wavefunction is \((c/\pi)^{1/4}e^{-cx^2/2}\), with variance \(1/(2c)\), which is smaller than the continuum value \(1/(2m\omega)\). For this single harmonic degree of freedom, a low-temperature simulation that uses this kernel can be compared with the exact finite-step value.

```lean
import Mathlib

open MeasureTheory

namespace DiscretisedOscillatorGroundState

noncomputable section
```

Q: Where does the Mehler kernel come in? I'd have expected it only in the continuum theory.

A: It is a two-parameter family of Gaussian kernels, and the Trotter kernel belongs to it. In the file, `c` is an inverse squared length and `θ` a dimensionless imaginary time, and neither is tied to an oscillator yet.

```lean
/-- The Mehler kernel with parameter `c` (an inverse squared length) and dimensionless imaginary
time `θ`. -/
def mehler (c θ x y : ℝ) : ℝ :=
  √(c / (2 * Real.pi * Real.sinh θ)) *
    Real.exp (-(c * ((x ^ 2 + y ^ 2) * Real.cosh θ - 2 * x * y) / (2 * Real.sinh θ)))
```

Q: And the Trotter kernel is the one I would code?

A: It is the free-particle kernel for one step, with half of the potential at each end. Since \(V(x)=m\omega^2x^2/2\), the end at \(x\) contributes \(-\varepsilon V(x)/2=-\varepsilon m\omega^2x^2/4\) to the exponent, and the end at \(y\) contributes the same expression in \(y\).

```lean
/-- The symmetric Trotter kernel of a harmonic oscillator for one imaginary-time step `ε`
(with `ħ = 1`): a free-particle kernel with half of the potential at each end. -/
def trotter (m ω ε x y : ℝ) : ℝ :=
  √(m / (2 * Real.pi * ε)) *
    Real.exp (-(m * (x - y) ^ 2 / (2 * ε)) - ε * (m * ω ^ 2 * (x ^ 2 + y ^ 2) / 4))
```

Q: A function of two real numbers isn't an operator. How does it act on a wavefunction?

A: By integration over the second position, along the whole real line. Wavefunctions are plain real functions here, with no Hilbert space around them.

```lean
/-- The action of an imaginary-time kernel on a wavefunction. -/
def transfer (K : ℝ → ℝ → ℝ) (f : ℝ → ℝ) (x : ℝ) : ℝ := ∫ y : ℝ, K x y * f y
```

The trial states are centred Gaussians without a normalisation factor. A constant factor doesn't affect an eigenvalue equation.

```lean
/-- The unnormalised Gaussian wavefunction `exp (-a x² / 2)`. -/
def gaussianState (a x : ℝ) : ℝ := Real.exp (-(a * x ^ 2 / 2))
```

Two definitions then translate the simulation parameters into Mehler parameters: `beadAngle` is \(\theta\) and `beadWidth` is \(c\). Despite its name, `beadWidth` is the coefficient in the exponent, so a larger value means a narrower state.

```lean
/-- The dimensionless step `θ` of the discretised oscillator, fixed by `2 sinh (θ/2) = ε ω`. -/
def beadAngle (ω ε : ℝ) : ℝ := 2 * Real.arsinh (ε * ω / 2)

/-- The Gaussian parameter `m ω √(1 + (ε ω / 2)²)` of the discretised oscillator. -/
def beadWidth (m ω ε : ℝ) : ℝ := m * ω * √(1 + (ε * ω / 2) ^ 2)
```

Q: Show me the integral before you show me the proof.

A: Write \(S=\sinh\theta\), \(C=\cosh\theta\), and let the kernel act on \(e^{-ay^2/2}\) with \(a>0\). Setting \(D=cC+aS\), the total exponent is
\[
-\frac{1}{2S}\left(Dy^2-2cxy+cCx^2\right)
=-\frac{D}{2S}\left(y-\frac{cx}{D}\right)^2-\frac{cCD-c^2}{2SD}\,x^2 .
\]
Because \(C^2-1=S^2\),
\[
\frac{cCD-c^2}{SD}=\frac{c^2S^2+acCS}{SD}=\frac{c(cS+aC)}{D}.
\]
The remaining integral over \(y\) is a shifted Gaussian and equals \(\sqrt{2\pi S/D}\). Multiplied by the prefactor \(\sqrt{c/(2\pi S)}\), it gives \(\sqrt{c/D}\). So the image is again a Gaussian:
\[
e^{-ay^2/2}\;\longmapsto\;\sqrt{\frac{c}{D}}\;\exp\!\left(-\frac{c(cS+aC)}{D}\,\frac{x^2}{2}\right).
\]

Q: Does the Lean proof follow that route?

A: Yes. It replaces the hyperbolic functions by `S` and `C`, keeping only their signs and the identity `hcs`. Then `hwidth` is the simplification of the coefficient of \(x^2\), and `hexp` is the completed square. In `hshift`, translation invariance removes the shift and `integral_gaussian` evaluates what is left, while `hamp` combines the two square roots.

```lean
/-- The Mehler kernel maps every Gaussian wavefunction to a Gaussian wavefunction, with the
amplitude and the new parameter given explicitly. -/
theorem mehler_maps_gaussian {c θ a : ℝ} (hc : 0 < c) (hθ : 0 < θ) (ha : 0 < a) (x : ℝ) :
    transfer (mehler c θ) (gaussianState a) x =
      √(c / (c * Real.cosh θ + a * Real.sinh θ)) *
        gaussianState (c * (c * Real.sinh θ + a * Real.cosh θ) /
          (c * Real.cosh θ + a * Real.sinh θ)) x := by
  have hS : 0 < Real.sinh θ := Real.sinh_pos_iff.mpr hθ
  have hC : 0 < Real.cosh θ := Real.cosh_pos θ
  have hcs : Real.cosh θ ^ 2 = Real.sinh θ ^ 2 + 1 := Real.cosh_sq θ
  unfold transfer mehler gaussianState
  generalize Real.sinh θ = S at *
  generalize Real.cosh θ = C at *
  obtain ⟨D, hDdef⟩ : ∃ D, D = c * C + a * S := ⟨_, rfl⟩
  have hD : 0 < D := by rw [hDdef]; positivity
  rw [← hDdef]
  have hwidth : c * (c * S + a * C) / D = (c * C * D - c ^ 2) / (S * D) := by
    rw [div_eq_div_iff hD.ne' (mul_pos hS hD).ne', hDdef]
    linear_combination (-c ^ 2 * (c * C + a * S)) * hcs
  have ha' : a = (D - c * C) / S := by
    rw [eq_div_iff hS.ne']
    linear_combination -hDdef
  -- complete the square in the integration variable
  have hexp : ∀ y : ℝ, -(c * ((x ^ 2 + y ^ 2) * C - 2 * x * y) / (2 * S)) + -(a * y ^ 2 / 2) =
      -(c * (c * S + a * C) / D * x ^ 2 / 2) + -(D / (2 * S)) * (y - c * x / D) ^ 2 := by
    intro y
    rw [hwidth, ha']
    field_simp
    ring
  have key : ∀ y : ℝ, √(c / (2 * Real.pi * S)) *
        Real.exp (-(c * ((x ^ 2 + y ^ 2) * C - 2 * x * y) / (2 * S))) *
        Real.exp (-(a * y ^ 2 / 2)) =
      (√(c / (2 * Real.pi * S)) * Real.exp (-(c * (c * S + a * C) / D * x ^ 2 / 2))) *
        Real.exp (-(D / (2 * S)) * (y - c * x / D) ^ 2) := by
    intro y
    rw [mul_assoc (√(c / (2 * Real.pi * S))), mul_assoc (√(c / (2 * Real.pi * S))),
      ← Real.exp_add, ← Real.exp_add, hexp y]
  -- the remaining integral is a shifted Gaussian
  have hshift : ∫ y : ℝ, Real.exp (-(D / (2 * S)) * (y - c * x / D) ^ 2) =
      √(Real.pi / (D / (2 * S))) := by
    rw [← integral_gaussian (D / (2 * S))]
    exact integral_sub_right_eq_self
      (fun y : ℝ => Real.exp (-(D / (2 * S)) * y ^ 2)) (c * x / D)
  have hamp : √(c / (2 * Real.pi * S)) * √(Real.pi / (D / (2 * S))) = √(c / D) := by
    rw [← Real.sqrt_mul (by positivity)]
    congr 1
    have hpi := Real.pi_pos
    field_simp
  rw [integral_congr_ae (Filter.Eventually.of_forall key), integral_const_mul, hshift, ← hamp]
  ring
```

Q: Lean's integral returns zero for a non-integrable function. Could that be hiding something?

A: Not here, since the value obtained is strictly positive.

Q: Now the eigenvalue.

A: Set \(a=c\). Then \(D=c(C+S)=ce^\theta\), and \(cS+aC\) is also \(ce^\theta\). The new parameter is therefore \(c\) again, and the amplitude is \(\sqrt{c/(ce^\theta)}=e^{-\theta/2}\). The theorem says exactly this for all \(c,\theta>0\) and every real \(x\). In its proof, `hD` and `hD'` are the two sums, `hw` returns the parameter to \(c\), and `hsq` writes the ratio as a square so that the root can be taken.

```lean
/-- The Gaussian `exp (-c x² / 2)` is an eigenfunction of the Mehler kernel with eigenvalue
`exp (-θ / 2)`. -/
theorem mehler_eigenfunction {c θ : ℝ} (hc : 0 < c) (hθ : 0 < θ) (x : ℝ) :
    transfer (mehler c θ) (gaussianState c) x =
      Real.exp (-(θ / 2)) * gaussianState c x := by
  have hD : c * Real.cosh θ + c * Real.sinh θ = c * Real.exp θ := by
    rw [← Real.cosh_add_sinh]; ring
  have hD' : c * Real.sinh θ + c * Real.cosh θ = c * Real.exp θ := by
    rw [← hD]; ring
  have he : 0 < Real.exp θ := Real.exp_pos θ
  have hw : c * (c * Real.exp θ) / (c * Real.exp θ) = c :=
    mul_div_cancel_right₀ c (mul_pos hc he).ne'
  have hsq : c / (c * Real.exp θ) = Real.exp (-(θ / 2)) ^ 2 := by
    rw [sq, ← Real.exp_add, show -(θ / 2) + -(θ / 2) = -θ by ring, Real.exp_neg]
    field_simp
  rw [mehler_maps_gaussian hc hθ hc, hD, hD', hw, hsq, Real.sqrt_sq (Real.exp_pos _).le]
```

Q: Could some other Gaussian do equally well?

A: No other centred one with positive parameter. If \(e^{-ax^2/2}\) is an eigenfunction, its image must have the same parameter:
\[
c(cS+aC)=a(cC+aS)\quad\Longrightarrow\quad (a-c)(a+c)S=0 .
\]
Both \(a+c\) and \(S\) are positive, so \(a=c\). The Lean statement allows any real eigenvalue `μ`. Its proof reads off `μ` at \(x=0\), where every Gaussian equals 1, and then compares the two sides at \(x=1\). Injectivity of the exponential turns that comparison into the equation above, which appears factored as `h4`. The reverse direction is the previous theorem.

```lean
/-- Among the Gaussians `exp (-a x² / 2)` with `a > 0`, only the one with `a = c` is an
eigenfunction of the Mehler kernel. -/
theorem gaussian_eigenfunction_iff {c θ a : ℝ} (hc : 0 < c) (hθ : 0 < θ) (ha : 0 < a) :
    (∃ μ : ℝ, ∀ x, transfer (mehler c θ) (gaussianState a) x = μ * gaussianState a x) ↔
      a = c := by
  constructor
  · rintro ⟨μ, h⟩
    have hS : 0 < Real.sinh θ := Real.sinh_pos_iff.mpr hθ
    have hC : 0 < Real.cosh θ := Real.cosh_pos θ
    have hD : 0 < c * Real.cosh θ + a * Real.sinh θ :=
      add_pos (mul_pos hc hC) (mul_pos ha hS)
    have g0 : ∀ b, gaussianState b 0 = 1 := by intro b; simp [gaussianState]
    -- the value at the origin fixes the eigenvalue, the value at `1` fixes the width
    have h0 := h 0
    have h1 := h 1
    rw [mehler_maps_gaussian hc hθ ha] at h0 h1
    simp only [g0, mul_one] at h0
    rw [← h0] at h1
    have h2 := mul_left_cancel₀ (Real.sqrt_pos.mpr (div_pos hc hD)).ne' h1
    unfold gaussianState at h2
    have h3 := Real.exp_injective h2
    have hw : c * (c * Real.sinh θ + a * Real.cosh θ) /
        (c * Real.cosh θ + a * Real.sinh θ) = a := by
      linear_combination -2 * h3
    rw [div_eq_iff hD.ne'] at hw
    have h4 : (a - c) * ((a + c) * Real.sinh θ) = 0 := by linear_combination -hw
    have h5 := (mul_eq_zero.mp h4).resolve_right (mul_pos (add_pos ha hc) hS).ne'
    linarith
  · rintro rfl
    exact ⟨_, mehler_eigenfunction hc hθ⟩
```

Q: That is uniqueness among Gaussians. You haven't shown that this is the ground state.

A: Correct: the theorems establish an eigenfunction, and they leave the rest of the spectrum alone. The identification with the ground state rests on the usual positivity argument. The Trotter kernel is symmetric, strictly positive and square-integrable, so among square-integrable functions the eigenfunction of its largest eigenvalue is unique up to a factor and has no nodes. Any square-integrable eigenfunction with another eigenvalue is orthogonal to it and must change sign. Our Gaussian is square-integrable and doesn't change sign, so it belongs to the largest eigenvalue.

Q: Then convince me that the Trotter kernel really is a Mehler kernel, and not merely close to one for small \(\varepsilon\).

A: Collect its exponent:
\[
-\frac{m(x-y)^2}{2\varepsilon}-\frac{\varepsilon m\omega^2(x^2+y^2)}{4}
=-\frac{m}{2\varepsilon}\left[(x^2+y^2)\left(1+\frac{\varepsilon^2\omega^2}{2}\right)-2xy\right].
\]
The Mehler exponent has the same form, with \(\cosh\theta\) in place of the inner bracket and \(c/\sinh\theta\) in place of \(m/\varepsilon\). So we need
\[
\cosh\theta=1+\frac{\varepsilon^2\omega^2}{2},\qquad \frac{c}{\sinh\theta}=\frac{m}{\varepsilon}.
\]
Since \(\cosh\theta=1+2\sinh^2(\theta/2)\), the first condition gives \(2\sinh(\theta/2)=\varepsilon\omega\). With \(r=\sqrt{1+(\varepsilon\omega/2)^2}=\cosh(\theta/2)\), the double-angle formula gives \(\sinh\theta=\varepsilon\omega r\), and the second condition becomes \(c=m\omega r\). The prefactors agree too, because \(c/(2\pi\sinh\theta)=m/(2\pi\varepsilon)\).

The theorem is an equality of functions for every positive \(\varepsilon\) and \(\omega\), with no small-step assumption. In the proof, `hs` and `hch` are the double-angle results, `hA` matches the prefactors and `hE` the exponents.

```lean
/-- The Trotter kernel of the oscillator at finite step `ε` is exactly a Mehler kernel, with
parameters `beadWidth` and `beadAngle`. -/
theorem trotter_eq_mehler {m ω ε : ℝ} (hω : 0 < ω) (hε : 0 < ε) :
    trotter m ω ε = mehler (beadWidth m ω ε) (beadAngle ω ε) := by
  obtain ⟨r, hr⟩ : ∃ r, r = √(1 + (ε * ω / 2) ^ 2) := ⟨_, rfl⟩
  have hr0 : 0 < r := by rw [hr]; positivity
  have hr2 : r ^ 2 = 1 + (ε * ω / 2) ^ 2 := by rw [hr]; exact Real.sq_sqrt (by positivity)
  have hs : Real.sinh (beadAngle ω ε) = ε * ω * r := by
    rw [beadAngle, Real.sinh_two_mul, Real.sinh_arsinh, Real.cosh_arsinh, ← hr]; ring
  have hch : Real.cosh (beadAngle ω ε) = 1 + ε ^ 2 * ω ^ 2 / 2 := by
    rw [beadAngle, Real.cosh_two_mul, Real.sinh_arsinh, Real.cosh_arsinh, ← hr, hr2]; ring
  funext x y
  have hpi := Real.pi_pos
  have hA : m / (2 * Real.pi * ε) = m * ω * r / (2 * Real.pi * (ε * ω * r)) := by
    field_simp
  have hE : -(m * (x - y) ^ 2 / (2 * ε)) - ε * (m * ω ^ 2 * (x ^ 2 + y ^ 2) / 4) =
      -(m * ω * r * ((x ^ 2 + y ^ 2) * (1 + ε ^ 2 * ω ^ 2 / 2) - 2 * x * y) /
        (2 * (ε * ω * r))) := by
    field_simp
    ring
  rw [trotter, mehler, hs, hch, beadWidth, ← hr, hA, hE]
```

Q: A path integral has many steps. What happens when I apply the kernel \(P\) times?

A: Each application returns the same Gaussian times \(e^{-\theta/2}\). To repeat the argument, the accumulated constant has to be moved through the integral, which is what the next lemma does.

```lean
/-- The action of a kernel commutes with multiplication of the wavefunction by a constant. -/
theorem transfer_const_mul (K : ℝ → ℝ → ℝ) (k : ℝ) (f : ℝ → ℝ) (x : ℝ) :
    transfer K (fun y => k * f y) x = k * transfer K f x := by
  unfold transfer
  rw [← integral_const_mul]
  refine integral_congr_ae (Filter.Eventually.of_forall fun y => ?_)
  show K x y * (k * f y) = k * (K x y * f y)
  ring
```

After \(P\) steps the factor is \((e^{-\theta/2})^P=e^{-P\theta/2}\). The notation `(transfer (trotter m ω ε))^[P]` means that the one-step map is applied `P` times. The proof is by induction. For \(P=0\) nothing is applied and the factor is 1. In the induction step, `transfer_const_mul` takes out the earlier factor, `trotter_eq_mehler` changes the kernel's form, and `mehler_eigenfunction` supplies one more \(e^{-\theta/2}\).

```lean
/-- `P` Trotter steps of the harmonic oscillator multiply the Gaussian with parameter
`m ω √(1 + (ε ω / 2)²)` by `exp (-P θ / 2)`, where `2 sinh (θ/2) = ε ω`. -/
theorem trotter_steps_gaussian {m ω ε : ℝ} (hm : 0 < m) (hω : 0 < ω) (hε : 0 < ε) (P : ℕ) :
    (transfer (trotter m ω ε))^[P] (gaussianState (beadWidth m ω ε)) =
      fun x => Real.exp (-(P * beadAngle ω ε / 2)) * gaussianState (beadWidth m ω ε) x := by
  have hc : 0 < beadWidth m ω ε := by unfold beadWidth; positivity
  have hθ : 0 < beadAngle ω ε := by
    have h : 0 < Real.arsinh (ε * ω / 2) := Real.arsinh_pos_iff.mpr (by positivity)
    unfold beadAngle
    linarith
  induction P with
  | zero => funext x; simp
  | succ P ih =>
    -- one more step contributes one more factor `exp (-θ / 2)`
    rw [Function.iterate_succ_apply', ih]
    funext x
    rw [transfer_const_mul, trotter_eq_mehler hω hε, mehler_eigenfunction hc hθ,
      ← mul_assoc, ← Real.exp_add]
    congr 2
    push_cast
    ring
```

Q: My ring polymer is closed, and its step is \(\beta/P\), with \(\beta\) the inverse temperature. Is that covered?

A: The step is: for \(P\geq 1\) and \(\beta>0\), put \(\varepsilon=\beta/P\), remembering that \(c\) and \(\theta\) then depend on \(P\). The closure is not. The theorem concerns repeated action on a wavefunction, whereas a ring polymer's partition function is a trace, to which the excited states also contribute. In the low-temperature limit, with \(\varepsilon\) held fixed while \(P\) grows, the position of each bead is distributed as the square of the normalised Gaussian wavefunction, which has variance \(1/(2c)\). Anharmonic potentials and interacting particles are not treated either.

Q: Finally, the sign of the error. My variance came out too small.

A: For positive \(m\), \(\omega\) and \(\varepsilon\), the square root in \(c\) exceeds 1, so \(c>m\omega\). A larger coefficient in the exponent means a narrower Gaussian, hence a smaller variance. The last theorem states the strict inequality for `beadWidth`, and its proof is the same comparison of the square root with 1.

```lean
/-- At every finite step the Gaussian parameter of the discretised oscillator is strictly larger
than the continuum value `m ω`. -/
theorem continuum_lt_beadWidth {m ω ε : ℝ} (hm : 0 < m) (hω : 0 < ω) (hε : 0 < ε) :
    m * ω < beadWidth m ω ε := by
  have hz : 0 < (ε * ω / 2) ^ 2 := by positivity
  have hr : 1 < √(1 + (ε * ω / 2) ^ 2) :=
    (Real.lt_sqrt (by norm_num)).mpr (by linarith)
  unfold beadWidth
  exact lt_mul_of_one_lt_right (mul_pos hm hω) hr

end

end DiscretisedOscillatorGroundState
```

```lean
#print axioms DiscretisedOscillatorGroundState.gaussian_eigenfunction_iff
#print axioms DiscretisedOscillatorGroundState.trotter_steps_gaussian
#print axioms DiscretisedOscillatorGroundState.continuum_lt_beadWidth
```

```
'DiscretisedOscillatorGroundState.gaussian_eigenfunction_iff' depends on axioms: [propext, Classical.choice, Quot.sound]
'DiscretisedOscillatorGroundState.trotter_steps_gaussian' depends on axioms: [propext, Classical.choice, Quot.sound]
'DiscretisedOscillatorGroundState.continuum_lt_beadWidth' depends on axioms: [propext, Classical.choice, Quot.sound]
```

Q: So a low variance by itself doesn't convict my code.

A: No. Compare it with \(1/(2c)\) at your step, with the temperature low enough for excited states to be negligible. If a disagreement remains beyond the statistical error, look for another cause.
